# Occupied flavours are equally filled in the ground states of a two-dimensional Hartree–Fock model

## Carriers with a choice of flavour

In a two-dimensional electron gas with several equivalent valleys, each carrier has a spin and a valley index. Call each combination a flavour. Spreading the carriers over many flavours lowers the kinetic energy, while gathering them in few lowers the exchange energy, which acts only between carriers of the same flavour. Can the best compromise leave two flavours occupied but unequally filled?

Let $n$ be the total density and $x_i$ the fraction of carriers in flavour $i$. For parabolic bands and a $1/r$ repulsion, filling a Fermi disc for each flavour gives a kinetic energy proportional to $(x_i n)^2$ and an exchange energy proportional to $-(x_i n)^{3/2}$, per unit area. A uniform neutralising background cancels the direct Coulomb energy, so the energy per carrier is

$$E(x)=\sum_i f(x_i),\qquad f(x)=A x^2-Bx^{3/2},\qquad x_i\ge 0,\quad \sum_i x_i=1 .$$

Here $A\propto n$ stands for the kinetic energy and $B\propto\sqrt n$ for the Coulomb exchange, so $B/A$ grows as the gas is diluted.

## What is stated

The theorem `groundState_fractions_equal` says that if $A>0$ and $x$ minimises $E$ among all admissible fractions, then any two nonzero fractions $x_i$, $x_j$ are equal. The physical case has $B>0$, but the theorem allows any real $B$.

- The finite type `ι` labels the flavours, and `x : ι → ℝ` gives their fractions.
- `IsFilling` contains the two constraints, and `hfEnergy` is $E$.
- `IsGroundState` means a global minimiser of $E$ among fillings, not an eigenstate of a many-body Hamiltonian.
- `polarised s` shares the carriers equally among the flavours in `s`. Despite its name, it includes the unpolarised state, where `s` contains every flavour.

Further theorems show that a ground state exists when there is at least one flavour, that for $A>0$ each one has the form `polarised s` with `s` nonempty, and which of two such states lies lower.

The model replaces the interacting gas of a real material by $E$. This neglects correlation and assumes uniform Fermi discs, identical isotropic parabolic bands, an unscreened $1/r$ repulsion in a layer of zero thickness, and no exchange between flavours. Within this model, finding the lowest energy for $N$ available flavours only takes a comparison of $N$ values, one for each number of occupied flavours.

## Two flavours at fixed total filling

Suppose two flavours have unequal fractions $x=u^2$ and $y=v^2$, with $u,v>0$. Each of $u,v$ is proportional to a Fermi wavevector. Put $S=u^2+v^2$ and $w=u+v$, so that $uv=(w^2-S)/2$. Then

$$u^4+v^4=S^2-\tfrac12(w^2-S)^2,\qquad u^3+v^3=\tfrac12 w(3S-w^2),$$

and at fixed $S$ the pair energy depends on $w$ alone:

$$P(w)=A\left[S^2-\tfrac12(w^2-S)^2\right]-\tfrac12Bw(3S-w^2),$$

$$P'(w)=(w^2-S)\left(\tfrac32B-2Aw\right).$$

The merged configuration has $w=r=\sqrt S$, the equal one has $w=t=\sqrt{2S}$, and an unequal occupied pair lies strictly between. The sign of $P'$ suggests merging if $4Aw\le3B$ and equalising otherwise. Factorisation confirms both without calculus.

**Merging, $4Aw\le 3B$.** Here

$$P(w)-P(r)=\tfrac12(w-r)^2\left[B(w+2r)-A(w+r)^2\right],$$

and the bracket is at least $\tfrac A3(w-r)(w+3r)>0$.

**Equalising, $4Aw>3B$.** With $K=w^2+wt-t^2/2$,

$$P(w)-P(t)=\tfrac12(t-w)\left[A(t+w)w^2-BK\right].$$

Since $t^2<2w^2$, we have $K>0$. Using $B<4Aw/3$, the bracket exceeds $\tfrac{Aw}{3}(t-w)(2t+w)>0$.

Either move keeps $x+y$ fixed and leaves the other flavours alone, so it produces an admissible filling of lower energy. A minimiser therefore contains no unequal occupied pair.

## How many flavours are occupied

Normalisation gives each of $k$ equally occupied flavours the fraction $1/k$, hence

$$E_k=k\left(\frac A{k^2}-\frac B{k^{3/2}}\right)=\frac Ak-\frac B{\sqrt k}.$$

For $k<m$, set $a=1/\sqrt k$ and $b=1/\sqrt m$. Then $E_k-E_m=(a-b)\left[A(a+b)-B\right]$ with $a>b$, so the $k$-flavour state lies lower exactly when $A(1/\sqrt k+1/\sqrt m)<B$. If $A>0$ and $A(1+1/\sqrt2)<B$, this holds for $k=1$ and every $m\ge2$, and all carriers occupy one flavour.

A minimiser exists because $E$ is continuous and the admissible fractions form a nonempty compact set.

## A flat energy when $A=B=0$

With $B$ unrestricted, $A>0$ can't be weakened to $A\ge0$. For $A=B=0$ every filling has zero energy, so $(1/3,2/3)$ is a ground state with unequal nonzero fractions. At $A=0$ the example needs $B=0$: for $B>0$, $f$ is strictly concave and a minimiser fills a single flavour, while for $B<0$ it is strictly convex and the minimiser fills all flavours equally.

## The complete Lean source

```lean
import Mathlib

open Finset

namespace SpinValleyPolarisation

noncomputable section

/-- Hartree-Fock energy of one flavour with carrier fraction `x` in two dimensions:
kinetic term `A x²` minus exchange term `B x^(3/2)`. -/
def flavourEnergy (A B x : ℝ) : ℝ := A * x ^ 2 - B * x ^ (3 / 2 : ℝ)

variable {ι : Type*} [Fintype ι]

/-- Total Hartree-Fock energy of the flavour fractions `x`. -/
def hfEnergy (A B : ℝ) (x : ι → ℝ) : ℝ := ∑ i, flavourEnergy A B (x i)

/-- Admissible flavour fractions: nonnegative and summing to one. -/
def IsFilling (x : ι → ℝ) : Prop := (∀ i, 0 ≤ x i) ∧ ∑ i, x i = 1

/-- A ground state is a filling of least Hartree-Fock energy among all fillings. -/
def IsGroundState (A B : ℝ) (x : ι → ℝ) : Prop :=
  IsFilling x ∧ ∀ y : ι → ℝ, IsFilling y → hfEnergy A B x ≤ hfEnergy A B y

/-- In terms of the amplitude `u ≥ 0` with `x = u²`, the flavour energy is `A u⁴ - B u³`. -/
theorem flavourEnergy_sq (A B : ℝ) {u : ℝ} (hu : 0 ≤ u) :
    flavourEnergy A B (u ^ 2) = A * u ^ 4 - B * u ^ 3 := by
  have h : (u ^ 2) ^ (3 / 2 : ℝ) = u ^ 3 := by
    calc (u ^ 2) ^ (3 / 2 : ℝ) = (u ^ (2 : ℝ)) ^ (3 / 2 : ℝ) := by rw [Real.rpow_two]
      _ = u ^ ((3 : ℕ) : ℝ) := by
        rw [← Real.rpow_mul hu]
        congr 1
        norm_num
      _ = u ^ 3 := Real.rpow_natCast u 3
  rw [flavourEnergy, h]
  ring

/-- For `A > 0`, two occupied flavours with unequal fractions can lower their energy
either by merging into one flavour or by sharing their carriers equally. -/
theorem pair_unstable {A B x y : ℝ} (hA : 0 < A) (hx : 0 < x) (hy : 0 < y) (hne : x ≠ y) :
    flavourEnergy A B (x + y) + flavourEnergy A B 0 < flavourEnergy A B x + flavourEnergy A B y ∨
    2 * flavourEnergy A B ((x + y) / 2) < flavourEnergy A B x + flavourEnergy A B y := by
  obtain ⟨u, hu, rfl⟩ : ∃ u, 0 < u ∧ u ^ 2 = x :=
    ⟨√x, Real.sqrt_pos.2 hx, Real.sq_sqrt hx.le⟩
  obtain ⟨v, hv, rfl⟩ : ∃ v, 0 < v ∧ v ^ 2 = y :=
    ⟨√y, Real.sqrt_pos.2 hy, Real.sq_sqrt hy.le⟩
  have huv := mul_pos hu hv
  obtain ⟨w, hw⟩ : ∃ w, w = u + v := ⟨_, rfl⟩
  have hw0 : 0 < w := by linarith
  rw [flavourEnergy_sq A B hu.le, flavourEnergy_sq A B hv.le]
  -- at fixed total filling the pair energy depends only on w = u + v
  have hE : A * u ^ 4 - B * u ^ 3 + (A * v ^ 4 - B * v ^ 3) =
      A * ((u ^ 2 + v ^ 2) ^ 2 - (w ^ 2 - (u ^ 2 + v ^ 2)) ^ 2 / 2)
        - B * (w * (3 * (u ^ 2 + v ^ 2) - w ^ 2) / 2) := by
    rw [hw]
    ring
  rw [hE]
  rcases le_or_gt (4 * A * w) (3 * B) with h | h
  · left
    obtain ⟨r, hr, hr2⟩ : ∃ r, 0 < r ∧ u ^ 2 + v ^ 2 = r ^ 2 :=
      ⟨√(u ^ 2 + v ^ 2), Real.sqrt_pos.2 (by positivity), (Real.sq_sqrt (by positivity)).symm⟩
    have hrw : r < w := lt_of_pow_lt_pow_left₀ 2 hw0.le (by rw [← hr2, hw]; nlinarith)
    have h0 : flavourEnergy A B 0 = 0 := by
      simpa using flavourEnergy_sq A B (le_refl (0 : ℝ))
    rw [hr2, flavourEnergy_sq A B hr.le, h0]
    have hb : 0 < B * (w + 2 * r) - A * (w + r) ^ 2 := by
      nlinarith [mul_nonneg (sub_nonneg.2 h) (by positivity : 0 ≤ w + 2 * r),
        mul_pos hA (mul_pos (sub_pos.2 hrw) (by positivity : 0 < w + 3 * r))]
    nlinarith [mul_pos (pow_pos (sub_pos.2 hrw) 2) hb]
  · right
    obtain ⟨t, ht, ht2⟩ : ∃ t, 0 < t ∧ t ^ 2 = 2 * (u ^ 2 + v ^ 2) :=
      ⟨√(2 * (u ^ 2 + v ^ 2)), Real.sqrt_pos.2 (by positivity), Real.sq_sqrt (by positivity)⟩
    have hd : u - v ≠ 0 := fun e => hne (by rw [sub_eq_zero.1 e])
    have hd2 : 0 < (u - v) ^ 2 := lt_of_le_of_ne (sq_nonneg _) (pow_ne_zero 2 hd).symm
    have hwt : w < t := lt_of_pow_lt_pow_left₀ 2 ht.le (by rw [ht2, hw]; nlinarith)
    have hK : 0 < w ^ 2 + w * t - t ^ 2 / 2 := by
      have h1 : t ^ 2 < 2 * w ^ 2 := by rw [ht2, hw]; nlinarith
      nlinarith [mul_pos hw0 ht]
    have hp : u ^ 2 + v ^ 2 = t ^ 2 / 2 := by linarith
    rw [hp, show t ^ 2 / 2 / 2 = (t / 2) ^ 2 by ring, flavourEnergy_sq A B (by positivity)]
    have hb : 0 < A * (t + w) * w ^ 2 - B * (w ^ 2 + w * t - t ^ 2 / 2) := by
      nlinarith [mul_pos (sub_pos.2 h) hK, mul_pos hA (mul_pos hw0
        (mul_pos (sub_pos.2 hwt) (by positivity : 0 < 2 * t + w)))]
    nlinarith [mul_pos (sub_pos.2 hwt) hb]

/-- In a ground state no redistribution of carriers between two distinct flavours
lowers the energy of that pair. -/
theorem pair_minimal {A B : ℝ} {x : ι → ℝ} (h : IsGroundState A B x) {i j : ι} (hij : i ≠ j)
    {a b : ℝ} (ha : 0 ≤ a) (hb : 0 ≤ b) (hab : a + b = x i + x j) :
    flavourEnergy A B (x i) + flavourEnergy A B (x j) ≤
      flavourEnergy A B a + flavourEnergy A B b := by
  classical
  -- a sum over flavours changes only through the two altered terms
  have key : ∀ g : ℝ → ℝ, ∑ k, g (if k = i then a else if k = j then b else x k) =
      ∑ k, g (x k) + (g a - g (x i)) + (g b - g (x j)) := by
    intro g
    have hk : ∀ k, g (if k = i then a else if k = j then b else x k) =
        g (x k) + (if k = i then g a - g (x i) else 0)
          + (if k = j then g b - g (x j) else 0) := by
      intro k
      by_cases hi : k = i
      · rw [hi]
        simp [hij]
      · by_cases hj : k = j
        · rw [hj]
          simp [hij.symm]
        · simp [hi, hj]
    rw [Finset.sum_congr rfl (fun k _ => hk k)]
    simp only [Finset.sum_add_distrib, Finset.sum_ite_eq', Finset.mem_univ, if_true]
  have hfill : IsFilling (fun k => if k = i then a else if k = j then b else x k) := by
    refine ⟨fun k => ?_, ?_⟩
    · dsimp only
      split_ifs
      · exact ha
      · exact hb
      · exact h.1.1 k
    · have h1 := key (fun z => z)
      have h2 := h.1.2
      dsimp only at h1 ⊢
      linarith
  have h3 := h.2 _ hfill
  have h4 := key (flavourEnergy A B)
  simp only [hfEnergy] at h3
  linarith

/-- For `A > 0`, all nonzero flavour fractions of a Hartree-Fock ground state are equal. -/
theorem groundState_fractions_equal {A B : ℝ} (hA : 0 < A) {x : ι → ℝ}
    (h : IsGroundState A B x) {i j : ι} (hi : x i ≠ 0) (hj : x j ≠ 0) : x i = x j := by
  by_contra hne
  have hij : i ≠ j := fun e => hne (by rw [e])
  have hxi := lt_of_le_of_ne (h.1.1 i) hi.symm
  have hxj := lt_of_le_of_ne (h.1.1 j) hj.symm
  rcases pair_unstable (B := B) hA hxi hxj hne with h1 | h1
  · have h2 := pair_minimal h hij (add_pos hxi hxj).le le_rfl (add_zero _)
    linarith
  · have hm : 0 ≤ (x i + x j) / 2 := by positivity
    have h2 := pair_minimal h hij hm hm (by ring)
    linarith

variable [DecidableEq ι]

/-- Carriers shared equally among the flavours of a nonempty set `s`, all others empty. -/
def polarised (s : Finset ι) (i : ι) : ℝ := if i ∈ s then (s.card : ℝ)⁻¹ else 0

/-- Equal sharing among a nonempty set of flavours is an admissible filling. -/
theorem polarised_isFilling {s : Finset ι} (hs : s.Nonempty) : IsFilling (polarised s) := by
  have hc : (s.card : ℝ) ≠ 0 := Nat.cast_ne_zero.2 hs.card_pos.ne'
  refine ⟨fun i => ?_, ?_⟩
  · by_cases h : i ∈ s <;> simp [polarised, h]
  · simp only [polarised, Finset.sum_ite_mem, Finset.univ_inter, Finset.sum_const, nsmul_eq_mul]
    exact mul_inv_cancel₀ hc

/-- With at least one flavour available, a Hartree-Fock ground state exists. -/
theorem exists_groundState [Nonempty ι] (A B : ℝ) : ∃ x : ι → ℝ, IsGroundState A B x := by
  have hK : IsCompact (Set.Icc (0 : ι → ℝ) 1 ∩ {x | ∑ i, x i = 1}) :=
    isCompact_Icc.inter_right (isClosed_eq (by fun_prop) continuous_const)
  have hmem : ∀ x : ι → ℝ, IsFilling x → x ∈ Set.Icc (0 : ι → ℝ) 1 ∩ {x | ∑ i, x i = 1} := by
    intro x hx
    refine ⟨⟨fun i => hx.1 i, fun i => ?_⟩, hx.2⟩
    have h1 := Finset.single_le_sum (fun k _ => hx.1 k) (Finset.mem_univ i)
    rw [hx.2] at h1
    exact h1
  have hcont : Continuous (fun x : ι → ℝ => hfEnergy A B x) := by
    unfold hfEnergy flavourEnergy
    exact continuous_finsetSum _ fun i _ =>
      (continuous_const.mul ((continuous_apply i).pow 2)).sub
        (continuous_const.mul ((continuous_apply i).rpow_const fun _ => Or.inr (by norm_num)))
  obtain ⟨x, hx, hmin⟩ := hK.exists_isMinOn
    ⟨_, hmem _ (polarised_isFilling Finset.univ_nonempty)⟩ hcont.continuousOn
  exact ⟨x, ⟨fun i => hx.1.1 i, hx.2⟩, fun y hy => isMinOn_iff.1 hmin y (hmem y hy)⟩

/-- For `A > 0`, every ground state shares the carriers equally among a nonempty set
of flavours. -/
theorem groundState_eq_polarised {A B : ℝ} (hA : 0 < A) {x : ι → ℝ}
    (h : IsGroundState A B x) : ∃ s : Finset ι, s.Nonempty ∧ x = polarised s := by
  obtain ⟨i₀, h₀⟩ : ∃ i, x i ≠ 0 := by
    by_contra hc
    push Not at hc
    have h1 := h.1.2
    simp [hc] at h1
  obtain ⟨s, hs⟩ : ∃ s : Finset ι, ∀ i, i ∈ s ↔ x i ≠ 0 :=
    ⟨Finset.univ.filter (fun i => x i ≠ 0), by simp⟩
  have hxs : ∀ i, x i = if i ∈ s then x i₀ else 0 := by
    intro i
    by_cases hi : i ∈ s
    · rw [if_pos hi]
      exact groundState_fractions_equal hA h ((hs i).1 hi) h₀
    · rw [if_neg hi]
      exact not_not.1 (fun e => hi ((hs i).2 e))
  -- normalisation fixes the common fraction
  have hsum := h.1.2
  rw [Finset.sum_congr rfl (fun i _ => hxs i)] at hsum
  simp only [Finset.sum_ite_mem, Finset.univ_inter, Finset.sum_const, nsmul_eq_mul] at hsum
  have hx₀ : x i₀ = (s.card : ℝ)⁻¹ := eq_inv_of_mul_eq_one_right hsum
  refine ⟨s, ⟨i₀, (hs i₀).2 h₀⟩, funext fun i => (hxs i).trans ?_⟩
  simp only [polarised, hx₀]

/-- Equal sharing among `k ≥ 1` flavours has energy `A / k - B / √k`. -/
theorem hfEnergy_polarised (A B : ℝ) {s : Finset ι} (hs : s.Nonempty) :
    hfEnergy A B (polarised s) = A / s.card - B / √(s.card : ℝ) := by
  have h0 : flavourEnergy A B 0 = 0 := by
    simpa using flavourEnergy_sq A B (le_refl (0 : ℝ))
  have hpt : ∀ i, flavourEnergy A B (polarised s i) =
      if i ∈ s then flavourEnergy A B (s.card : ℝ)⁻¹ else 0 := by
    intro i
    by_cases h : i ∈ s <;> simp [polarised, h, h0]
  simp only [hfEnergy, hpt, Finset.sum_ite_mem, Finset.univ_inter, Finset.sum_const,
    nsmul_eq_mul]
  have hc : (0 : ℝ) < s.card := Nat.cast_pos.2 hs.card_pos
  obtain ⟨r, hr⟩ : ∃ r, r = √(s.card : ℝ) := ⟨_, rfl⟩
  have hr0 : 0 < r := by rw [hr]; exact Real.sqrt_pos.2 hc
  have hr2 : (s.card : ℝ) = r ^ 2 := by rw [hr, Real.sq_sqrt hc.le]
  rw [← hr, hr2, ← inv_pow, flavourEnergy_sq A B (inv_nonneg.2 hr0.le)]
  field_simp

/-- Sharing among `k ≥ 1` flavours lies below sharing among `m > k` flavours exactly when
`A (1/√k + 1/√m) < B`. -/
theorem polarised_lt_iff (A B : ℝ) {s t : Finset ι} (hs : s.Nonempty) (hst : s.card < t.card) :
    hfEnergy A B (polarised s) < hfEnergy A B (polarised t) ↔
      A * (1 / √(s.card : ℝ) + 1 / √(t.card : ℝ)) < B := by
  have ht : t.Nonempty := Finset.card_pos.1 (by omega)
  have hsq : ∀ n : ℕ, A / n - B / √(n : ℝ) = A * (1 / √(n : ℝ)) ^ 2 - B * (1 / √(n : ℝ)) := by
    intro n
    rw [div_pow, Real.sq_sqrt (Nat.cast_nonneg n)]
    ring
  have hlt : 1 / √(t.card : ℝ) < 1 / √(s.card : ℝ) :=
    one_div_lt_one_div_of_lt (Real.sqrt_pos.2 (Nat.cast_pos.2 hs.card_pos))
      (Real.sqrt_lt_sqrt (Nat.cast_nonneg _) (Nat.cast_lt.2 hst))
  rw [hfEnergy_polarised A B hs, hfEnergy_polarised A B ht, hsq, hsq]
  generalize 1 / √(s.card : ℝ) = a at *
  generalize 1 / √(t.card : ℝ) = b at *
  constructor
  · intro h
    by_contra hc
    nlinarith [mul_nonneg (sub_pos.2 hlt).le (sub_nonneg.2 (not_lt.1 hc))]
  · intro h
    nlinarith [mul_pos (sub_pos.2 hlt) (sub_pos.2 h)]

/-- For `A > 0` and exchange so strong that `A (1 + 1/√2) < B`, every ground state has all
carriers in a single flavour. -/
theorem full_polarisation {A B : ℝ} (hA : 0 < A) (hB : A * (1 + 1 / √2) < B) {x : ι → ℝ}
    (h : IsGroundState A B x) : ∃ i, x = polarised {i} := by
  obtain ⟨s, hs, rfl⟩ := groundState_eq_polarised hA h
  obtain ⟨i, hi⟩ := id hs
  rcases Nat.lt_or_ge 1 s.card with h2 | h1
  · -- with two or more flavours, the single-flavour state would lie lower
    exfalso
    have h2' : (2 : ℝ) ≤ s.card := by exact_mod_cast h2
    have hle : 1 / √(s.card : ℝ) ≤ 1 / √2 :=
      one_div_le_one_div_of_le (Real.sqrt_pos.2 (by norm_num)) (Real.sqrt_le_sqrt h2')
    have hlt := (polarised_lt_iff A B (t := s) (Finset.singleton_nonempty i)
      (by rw [Finset.card_singleton]; exact h2)).2 (by
        rw [Finset.card_singleton, Nat.cast_one, Real.sqrt_one, div_one]
        nlinarith [mul_le_mul_of_nonneg_left hle hA.le])
    exact not_le_of_gt hlt (h.2 _ (polarised_isFilling (Finset.singleton_nonempty i)))
  · have hc : s.card = 1 := le_antisymm h1 hs.card_pos
    obtain ⟨j, hj⟩ := Finset.card_eq_one.1 hc
    exact ⟨j, by rw [hj]⟩

end

end SpinValleyPolarisation
```

```lean
#print axioms SpinValleyPolarisation.groundState_fractions_equal
#print axioms SpinValleyPolarisation.exists_groundState
#print axioms SpinValleyPolarisation.full_polarisation
```

```
'SpinValleyPolarisation.groundState_fractions_equal' depends on axioms: [propext, Classical.choice, Quot.sound]
'SpinValleyPolarisation.exists_groundState' depends on axioms: [propext, Classical.choice, Quot.sound]
'SpinValleyPolarisation.full_polarisation' depends on axioms: [propext, Classical.choice, Quot.sound]
```

## From the pair argument to the theorems

`flavourEnergy_sq` turns the real power $3/2$ into a polynomial by writing $f(u^2)=Au^4-Bu^3$ for $u\ge0$. `pair_unstable` then carries out the two-flavour argument: `hE` is the formula for $P(w)$, `rcases` splits on $4Aw\le3B$, and `hb` is the positive bracket in each branch.

`pair_minimal` handles the transfer between flavours. Its auxiliary statement `key` describes how a sum of $g(x_k)$ changes when two entries are replaced, for every function $g$. Taking $g$ to be the identity shows that the new fractions still sum to one; taking $g=f$ gives the energy change. The main theorem assumes two unequal nonzero fractions and contradicts this minimality in both cases.

`groundState_eq_polarised` collects the nonzero fractions into a set and fixes their common value by normalisation. `exists_groundState` places the fillings in a compact part of the unit cube. `hfEnergy_polarised` and `polarised_lt_iff` follow the formulas for $E_k$, and `full_polarisation` compares any state with several occupied flavours to a single-flavour one.

## Products handed to `nlinarith`

The tactic `nlinarith` proves polynomial inequalities by adding products of known inequalities and then looking for a linear combination that settles the goal. In the merging branch the file supplies the decisive products itself, and they satisfy

$$3\left[B(w+2r)-A(w+r)^2\right]=(3B-4Aw)(w+2r)+A(w-r)(w+3r).$$

The first term on the right is nonnegative and the second positive, so the bracket is positive. Once these products are given, only linear arithmetic in the expanded monomials remains. The equalising branch uses the same device with its own pair of products.
